# Spectrum of the half-filled Hubbard dimer at Sz = 0, with bounds on its singlet–triplet gap

The Hamiltonian is entered directly as a real 4×4 matrix in a fixed, ordered basis of two-electron states, so the fermionic signs are part of the definition and are not derived from creation and annihilation operators. For this matrix the file proves the characteristic polynomial, eigenvectors for all four energies when t ≠ 0, a lower bound on the energy of real states and, for U > 0, two-sided bounds on the singlet–triplet gap.

```lean
import Mathlib

open Matrix Polynomial

namespace HubbardDimer

noncomputable section

/-- The Hubbard dimer with two electrons and Sz = 0, in the basis
|↑,↓⟩, |↓,↑⟩, |↑↓,0⟩, |0,↑↓⟩, with hopping `t` and on-site repulsion `U`. -/
def dimer (t U : ℝ) : Matrix (Fin 4) (Fin 4) ℝ :=
  !![0, 0, -t, -t; 0, 0, t, t; -t, t, U, 0; -t, t, 0, U]

/-- The energy (U - √(U² + 16t²))/2. -/
def lowerSinglet (t U : ℝ) : ℝ := (U - √(U ^ 2 + 16 * t ^ 2)) / 2

/-- The energy (U + √(U² + 16t²))/2. -/
def upperSinglet (t U : ℝ) : ℝ := (U + √(U ^ 2 + 16 * t ^ 2)) / 2

/-- The action of the dimer Hamiltonian on a state with amplitudes `a, b, c, d`. -/
theorem dimer_mulVec (t U a b c d : ℝ) :
    dimer t U *ᵥ ![a, b, c, d] =
      ![-t * (c + d), t * (c + d), U * c - t * (a - b), U * d - t * (a - b)] := by
  ext i
  fin_cases i <;> simp [dimer, Matrix.mulVec, dotProduct, Fin.sum_univ_four] <;> ring

/-- The characteristic polynomial of the dimer is X(X - U)(X² - UX - 4t²). -/
theorem dimer_charpoly (t U : ℝ) :
    (dimer t U).charpoly = X * (X - C U) * (X ^ 2 - C U * X - 4 * C t ^ 2) := by
  have h : (dimer t U).charmatrix =
      !![X, 0, C t, C t; 0, X, -C t, -C t;
         C t, -C t, X - C U, 0; C t, -C t, 0, X - C U] := by
    refine Matrix.ext fun i j => ?_
    fin_cases i <;> fin_cases j <;> simp [dimer]
  rw [Matrix.charpoly, h]
  -- expand the determinant along the first row
  simp [Matrix.det_succ_row_zero, Fin.sum_univ_succ, Fin.succAbove]
  ring

/-- The triplet state (1,1,0,0) has energy 0, and the odd ionic state (0,0,1,-1) has
energy `U`. -/
theorem triplet_and_odd_ionic (t U : ℝ) :
    dimer t U *ᵥ ![1, 1, 0, 0] = (0 : ℝ) • ![1, 1, 0, 0] ∧
    dimer t U *ᵥ ![0, 0, 1, -1] = U • ![0, 0, 1, -1] := by
  constructor <;> rw [dimer_mulVec] <;> ext i <;> fin_cases i <;> simp

/-- The two singlet energies add up to `U` and multiply to -4t². -/
theorem singlet_sum_and_product (t U : ℝ) :
    lowerSinglet t U + upperSinglet t U = U ∧
    lowerSinglet t U * upperSinglet t U = -(4 * t ^ 2) := by
  have h := Real.sq_sqrt (show 0 ≤ U ^ 2 + 16 * t ^ 2 by positivity)
  unfold lowerSinglet upperSinglet
  constructor
  · ring
  · linear_combination (-(1 / 4) : ℝ) * h

/-- The characteristic polynomial splits into linear factors with the four energies
0, `U` and the two singlet energies. -/
theorem dimer_charpoly_splits (t U : ℝ) :
    (dimer t U).charpoly =
      X * (X - C U) * (X - C (lowerSinglet t U)) * (X - C (upperSinglet t U)) := by
  obtain ⟨hs, hp⟩ := singlet_sum_and_product t U
  have hs' : C (lowerSinglet t U) + C (upperSinglet t U) = C U := by
    rw [← C_add, hs]
  have hp' : C (lowerSinglet t U) * C (upperSinglet t U) = -(4 * C t ^ 2) := by
    rw [← C_mul, hp]
    simp [map_ofNat]
  rw [dimer_charpoly]
  linear_combination X * (X - C U) * (X * hs' - hp')

/-- For nonzero hopping, each singlet energy `E` has the nonzero eigenvector
(U - E, E - U, 2t, 2t). -/
theorem singlet_eigenvector (t U E : ℝ) (ht : t ≠ 0)
    (hE : E = lowerSinglet t U ∨ E = upperSinglet t U) :
    ![U - E, E - U, 2 * t, 2 * t] ≠ 0 ∧
    dimer t U *ᵥ ![U - E, E - U, 2 * t, 2 * t] =
      E • ![U - E, E - U, 2 * t, 2 * t] := by
  obtain ⟨hs, hp⟩ := singlet_sum_and_product t U
  -- both energies solve the quadratic equation
  have h : E ^ 2 - U * E - 4 * t ^ 2 = 0 := by
    rcases hE with h | h <;> rw [h]
    · linear_combination lowerSinglet t U * hs - hp
    · linear_combination upperSinglet t U * hs - hp
  constructor
  · intro h0
    have h2 := congrFun h0 2
    simp at h2
    exact ht h2
  · rw [dimer_mulVec, Matrix.smul_cons, Matrix.smul_cons, Matrix.smul_cons,
      Matrix.smul_cons, Matrix.smul_empty]
    simp only [smul_eq_mul]
    congr 1
    · linear_combination h
    congr 1
    · linear_combination -h
    congr 1
    · ring
    congr 1
    ring

/-- The lower singlet energy is at most 0 and at most `U`. -/
theorem lowerSinglet_le (t U : ℝ) : lowerSinglet t U ≤ 0 ∧ lowerSinglet t U ≤ U := by
  have h : |U| ≤ √(U ^ 2 + 16 * t ^ 2) :=
    Real.abs_le_sqrt (by nlinarith [sq_nonneg t])
  have h1 := le_abs_self U
  have h2 := neg_abs_le U
  unfold lowerSinglet
  constructor <;> linarith

/-- The unnormalised energy expectation value of every real vector is at least the lower singlet
energy times the squared norm. -/
theorem variational_bound (t U : ℝ) (v : Fin 4 → ℝ) :
    lowerSinglet t U * (v ⬝ᵥ v) ≤ v ⬝ᵥ (dimer t U *ᵥ v) := by
  obtain ⟨hs, hp⟩ := singlet_sum_and_product t U
  obtain ⟨h0, hU⟩ := lowerSinglet_le t U
  have hn : v ⬝ᵥ v = v 0 ^ 2 + v 1 ^ 2 + v 2 ^ 2 + v 3 ^ 2 := by
    simp only [dotProduct, Fin.sum_univ_four]
    ring
  have hq : v ⬝ᵥ (dimer t U *ᵥ v) =
      U * (v 2 ^ 2 + v 3 ^ 2) - 2 * t * (v 0 - v 1) * (v 2 + v 3) := by
    simp [dimer, Matrix.mulVec, dotProduct, Fin.sum_univ_four]
    ring
  -- the form that couples the covalent and ionic singlets is nonnegative
  have key : ∀ A B p r : ℝ, 0 ≤ A → 0 ≤ B → A * B = 4 * t ^ 2 →
      0 ≤ A * p ^ 2 + B * r ^ 2 - 4 * t * p * r := by
    intro A B p r hA hB h
    rcases eq_or_lt_of_le (add_nonneg hA hB) with hz | hpos
    · have hA0 : A = 0 := by linarith
      have hB0 : B = 0 := by linarith
      have ht : t = 0 := by
        have : t ^ 2 = 0 := by rw [hA0] at h; linarith
        exact pow_eq_zero_iff (two_ne_zero) |>.mp this
      simp [hA0, hB0, ht]
    · have hid : (A + B) * (A * p ^ 2 + B * r ^ 2 - 4 * t * p * r) =
          (A * p - 2 * t * r) ^ 2 + (B * r - 2 * t * p) ^ 2 := by
        linear_combination (p ^ 2 + r ^ 2) * h
      by_contra hneg
      have hlt := mul_neg_of_pos_of_neg hpos (not_le.mp hneg)
      rw [hid] at hlt
      linarith [sq_nonneg (A * p - 2 * t * r), sq_nonneg (B * r - 2 * t * p)]
  have hk := key (-lowerSinglet t U) (U - lowerSinglet t U) (v 0 - v 1) (v 2 + v 3)
    (by linarith) (by linarith) (by linear_combination lowerSinglet t U * hs - hp)
  have h1 := mul_nonneg (neg_nonneg.mpr h0) (sq_nonneg (v 0 + v 1))
  have h2 := mul_nonneg (sub_nonneg.mpr hU) (sq_nonneg (v 2 - v 3))
  rw [hn, hq]
  linarith

/-- For repulsive `U`, the gap from the lower singlet up to the triplet energy 0 lies between
4t²/U - 16t⁴/U³ and 4t²/U. -/
theorem superexchange_bounds (t U : ℝ) (hU : 0 < U) :
    4 * t ^ 2 / U - 16 * t ^ 4 / U ^ 3 ≤ 0 - lowerSinglet t U ∧
    0 - lowerSinglet t U ≤ 4 * t ^ 2 / U := by
  obtain ⟨hs, hp⟩ := singlet_sum_and_product t U
  obtain ⟨h0, -⟩ := lowerSinglet_le t U
  obtain ⟨J, hJ⟩ : ∃ J, J = 0 - lowerSinglet t U := ⟨_, rfl⟩
  have hJ0 : 0 ≤ J := by linarith
  have hq : J * (U + J) = 4 * t ^ 2 := by
    rw [hJ]
    linear_combination lowerSinglet t U * hs - hp
  rw [← hJ]
  have hup : J ≤ 4 * t ^ 2 / U := by
    rw [le_div_iff₀ hU]
    nlinarith [sq_nonneg J]
  refine ⟨?_, hup⟩
  -- the gap differs from 4t²/U by exactly J²/U
  have he : 4 * t ^ 2 / U = J + J ^ 2 / U := by
    rw [div_eq_iff hU.ne']
    have hc : J ^ 2 / U * U = J ^ 2 := div_mul_cancel₀ _ hU.ne'
    linear_combination -hq - hc
  have hb : J ^ 2 / U ≤ (4 * t ^ 2 / U) ^ 2 / U := by gcongr
  have hr : (4 * t ^ 2 / U) ^ 2 / U = 16 * t ^ 4 / U ^ 3 := by ring
  linarith

end

end HubbardDimer
```

```lean
#print axioms HubbardDimer.dimer_charpoly_splits
#print axioms HubbardDimer.singlet_eigenvector
#print axioms HubbardDimer.variational_bound
#print axioms HubbardDimer.superexchange_bounds
```

```
'HubbardDimer.dimer_charpoly_splits' depends on axioms: [propext, Classical.choice, Quot.sound]
'HubbardDimer.singlet_eigenvector' depends on axioms: [propext, Classical.choice, Quot.sound]
'HubbardDimer.variational_bound' depends on axioms: [propext, Classical.choice, Quot.sound]
'HubbardDimer.superexchange_bounds' depends on axioms: [propext, Classical.choice, Quot.sound]
```

## The matrix and its sign convention

The model has two sites with one orbital each, a hopping amplitude t between them and an energy U for each doubly occupied site. With two electrons and Sz = 0 there are four basis states. Writing c†₁↑ for the operator that creates an up electron on site 1, and similarly for the others, the matrix corresponds to

|↑,↓⟩ = c†₁↑c†₂↓|vac⟩, |↓,↑⟩ = c†₁↓c†₂↑|vac⟩,

|↑↓,0⟩ = c†₁↑c†₁↓|vac⟩, |0,↑↓⟩ = c†₂↑c†₂↓|vac⟩,

with hopping term −t Σσ (c†₁σc₂σ + c†₂σc₁σ). Hopping from |↑,↓⟩ gives each ionic state with amplitude −t. From |↓,↑⟩ the two creation operators end up in the opposite order, and the amplitude is +t. These are the first two columns of `dimer t U`.

A state is a vector of amplitudes (a, b, c, d), which Lean indexes from 0 to 3. The theorem `dimer_mulVec` gives the action of the matrix H:

H(a, b, c, d) = (−t(c+d), t(c+d), Uc − t(a−b), Ud − t(a−b)).

Only a−b and c+d take part in the hopping. The vector (1,1,0,0) has neither, so its energy is 0; normalised, it is the Sz = 0 triplet (1,1,0,0)/√2. The vector (0,0,1,−1) also has neither but carries one double occupancy, so its energy is U; normalised, it is the odd ionic state (0,0,1,−1)/√2. This is `triplet_and_odd_ionic`.

A different formalisation of the same model would start from the 16-dimensional Fock space and restrict the operator Hamiltonian to this sector. The signs would then be theorems, at the cost of proving that the sector is invariant and computing the matrix elements. Within the matrix approach, reversing the sign of |↓,↑⟩ would make every hopping entry −t and turn the triplet vector into (1,−1,0,0), with the same characteristic polynomial.

## Four energies from one determinant

The characteristic polynomial is the determinant of x − H, whose rows are

(x, 0, t, t), (0, x, −t, −t), (t, −t, x−U, 0), (t, −t, 0, x−U).

Add the first row to the second, which becomes (x, x, 0, 0). Then subtract the second column from the first, which turns that row into (0, x, 0, 0). Expanding along it leaves x times the determinant of

(x, t, t), (2t, x−U, 0), (2t, 0, x−U),

which equals

x(x−U)² − 4t²(x−U) = (x−U)(x² − Ux − 4t²).

Hence

det(x − H) = x(x−U)(x² − Ux − 4t²).

In `dimer_charpoly` the indeterminate is `X`, and `C` turns a real number into a constant polynomial. Lean checks the entries of the characteristic matrix one by one, expands along the first row and leaves the algebra to `ring`.

The remaining two energies are

E± = (U ± √(U² + 16t²))/2,

called `lowerSinglet` and `upperSinglet`. The odd ionic state with energy U is a singlet too; where the Lean comments speak of the two singlet energies, they mean E₋ and E₊. Squaring the root gives

E₋ + E₊ = U, E₋E₊ = (U² − U² − 16t²)/4 = −4t²,

so x² − Ux − 4t² = (x−E₋)(x−E₊). The theorem `dimer_charpoly_splits` combines these two identities with the previous factorisation. It holds for all real t and U, and coinciding energies appear as repeated factors.

For t ≠ 0, let E be either root and take the vector (U−E, E−U, 2t, 2t). Here a−b = 2(U−E) and c+d = 4t. The first component of its image is −4t², which equals E(U−E) by the quadratic equation, and the second is the negative of this. The third and fourth are 2tU − 2t(U−E) = 2tE. The vector is nonzero because 2t is nonzero. These are the steps of `singlet_eigenvector`. Dividing by √(2(U−E)² + 8t²) normalises the vector, which shows how covalent and ionic singlets mix.

## E₋ as a lower bound for real states

Set A = −E₋ and B = U − E₋. Since √(U² + 16t²) ≥ |U|, both are nonnegative, which is `lowerSinglet_le`. The quadratic equation for E₋ gives AB = 4t².

For a real vector v = (a, b, c, d), the unnormalised expectation value is

v·Hv = U(c² + d²) − 2t(a−b)(c+d).

With p = a−b and r = c+d, separating sums and differences of amplitudes yields

2(v·Hv − E₋ v·v) = A(a+b)² + B(c−d)² + (Ap² + Br² − 4tpr).

The first two terms are nonnegative. For the bracket, AB = 4t² gives

(A+B)(Ap² + Br² − 4tpr) = (Ap − 2tr)² + (Br − 2tp)².

If A+B > 0, the bracket is therefore nonnegative. If A+B = 0, then A = B = 0 and t = 0, and the bracket vanishes. The local statement `key` contains this case distinction, and `variational_bound` assembles the three terms.

The theorem reads E₋ v·v ≤ v·Hv, so v need not be normalised; for a unit vector it says that the energy is at least E₋. For t ≠ 0 the eigenvector above with E = E₋ attains the bound. The theorem covers real amplitudes in this one sector only.

## The superexchange gap for U > 0

Let J = 0 − E₋ be the gap from the lower singlet up to the triplet. The same quadratic equation now reads

J(U + J) = 4t².

Since J² ≥ 0, it follows that UJ ≤ 4t², hence J ≤ 4t²/U. Dividing the equation by U gives the exact difference:

4t²/U − J = J²/U.

By `lowerSinglet_le`, J ≥ 0, so the upper bound for J may be squared. Inserting it on the right yields J²/U ≤ 16t⁴/U³, and therefore

4t²/U − 16t⁴/U³ ≤ J ≤ 4t²/U.

The proof of `superexchange_bounds` follows these lines, with `he` as the exact difference and `hb` as the estimate of J²/U. The hypothesis `0 < U` stands for repulsion between electrons on the same site. No relation between U and |t| is assumed, but for U < 2|t| and t ≠ 0 the lower bound is negative and says less than J ≥ 0.

The value 4t²/U is the familiar exchange constant of second-order perturbation theory, here with an explicit error for one splitting of a two-site model. The theorem does not construct an effective Heisenberg Hamiltonian.

## The dimer in an exact-diagonalisation code

A program that builds Hubbard Hamiltonians for small clusters can be run on two sites joined by a single bond, with two electrons and Sz = 0, and its eigenvalues compared with 0, U and E±. For t = 1 and U = 8 the lower singlet lies at 4 − √20 ≈ −0.4721, and the bounds place the gap between 0.46875 and 0.5. The eigenvalues are the same for both sign conventions described above, but the triplet eigenvector tells them apart: its two nonzero amplitudes are equal in one and opposite in the other.

When U is much larger than |t|, the formula for E₋ subtracts two nearly equal numbers and loses digits in floating-point arithmetic. The product E₋E₊ = −4t² gives an equivalent form for U > 0 without that subtraction:

E₋ = −8t²/(U + √(U² + 16t²)).
